# Interband overlaps at small wave vector with a nonlocal potential, in a finite matrix model

The orbitals or grid points form a finite orthonormal basis, indexed by `n`, and site \(x\) has a real position \(X_x\) along one direction. Position is taken as diagonal in this basis, which for orbitals neglects its matrix elements between different orbitals. Write \(X\) also for the diagonal position matrix, `posOp X`, and \(\langle c,u\rangle=\sum_x \overline{c_x}u_x\), which is `star c ⬝ᵥ u` in Lean.

```lean
import Mathlib

open Matrix Filter Topology

namespace OpticalLimitNonlocal

noncomputable section

variable {n : Type*}
```

In a crystal, a nonlocal potential acts on cell-periodic functions at wave vector \(k\) as \(e^{-ikX}We^{ikX}\), and its entry between two sites of a cell is a sum over lattice translations, each with its own phase. The finite model here leaves out the periodic images and keeps one term for each pair of sites:
\[ W(k)_{xy}=W_{xy}\,e^{-ik(X_x-X_y)} . \]

```lean
/-- The nonlocal matrix `W` at wave vector `k`: the entry between sites `x` and `y` carries the
phase `exp(-i k (X x - X y))`. -/
def twist (X : n → ℝ) (W : Matrix n n ℂ) (k : ℝ) : Matrix n n ℂ :=
  Matrix.of fun x y => W x y * Complex.exp (-Complex.I * (k : ℂ) * ((X x : ℂ) - (X y : ℂ)))
```

The Hamiltonian is \(H(k)=T(k)+V+W(k)\), with a kinetic matrix \(T(k)\) and a fixed matrix \(V\). Physically \(V\) is the local potential, which is diagonal in the sites and commutes with position; the proof in (f) does not use this, but (g) does.

```lean
/-- The Hamiltonian `H(k) = T(k) + V + W(k)`. -/
def blochH (T : ℝ → Matrix n n ℂ) (V W : Matrix n n ℂ) (X : n → ℝ) (k : ℝ) : Matrix n n ℂ :=
  T k + V + twist X W k

/-- The diagonal position matrix. -/
def posOp [DecidableEq n] (X : n → ℝ) : Matrix n n ℂ :=
  Matrix.diagonal fun x => (X x : ℂ)
```

With \(T'\) the derivative of \(T\) at 0, and in units where \(\hbar=1\), the velocity matrix is \(T'+i[W,X]\), where \([W,X]=WX-XW\).

```lean
/-- The velocity matrix `T' + i[W, X]`. -/
def velocity [Fintype n] [DecidableEq n] (T' W : Matrix n n ℂ) (X : n → ℝ) : Matrix n n ℂ :=
  T' + Complex.I • (W * posOp X - posOp X * W)
```

### (a) Phases at zero wave vector

Show that \(W(0)=W\).

Every exponent vanishes at \(k=0\), so every phase is 1.

```lean
/-- At `k = 0` the phases are absent. -/
theorem twist_zero (X : n → ℝ) (W : Matrix n n ℂ) : twist X W 0 = W := by
  ext x y
  simp [twist]
```

### (b) Left eigenvectors

Let \(A\) be Hermitian and \(Ac=E_cc\) with \(E_c\) real. Show that \(c^\dagger A=E_cc^\dagger\).

Take the adjoint of the eigenvalue equation, then use \(A^\dagger=A\) and \(\overline{E_c}=E_c\).

```lean
variable [Fintype n]

/-- The conjugate of an eigenvector of a Hermitian matrix with a real eigenvalue is a left
eigenvector with the same eigenvalue. -/
theorem left_eigenvector {A : Matrix n n ℂ} (hA : A.IsHermitian) {Ec : ℝ} {c : n → ℂ}
    (hc : A *ᵥ c = (Ec : ℂ) • c) : star c ᵥ* A = (Ec : ℂ) • star c := by
  have h := congrArg star hc
  rw [Matrix.star_mulVec, hA.eq, star_smul, Complex.star_def, Complex.conj_ofReal] at h
  exact h
```

### (c) An exact identity for the overlap

Let also \(Bu=eu\), with \(e\) real. Express \(\langle c,(B-A)u\rangle\) through the overlap.

Let \(B\) act to the right and, by (b), \(A\) to the left:
\[ \langle c,(B-A)u\rangle=e\langle c,u\rangle-E_c\langle c,u\rangle=(e-E_c)\langle c,u\rangle . \]
\(B\) need not be Hermitian.

```lean
/-- For eigenvectors `c` of a Hermitian `A` and `u` of any `B`, with real eigenvalues `Ec` and `e`,
the matrix element of `B - A` is the difference `e - Ec` of the eigenvalues times the overlap. -/
theorem overlap_identity {A B : Matrix n n ℂ} (hA : A.IsHermitian) {Ec e : ℝ} {c u : n → ℂ}
    (hc : A *ᵥ c = (Ec : ℂ) • c) (hu : B *ᵥ u = (e : ℂ) • u) :
    star c ⬝ᵥ ((B - A) *ᵥ u) = ((e : ℂ) - Ec) * (star c ⬝ᵥ u) := by
  rw [Matrix.sub_mulVec, dotProduct_sub, hu, Matrix.dotProduct_mulVec,
    left_eigenvector hA hc, dotProduct_smul, smul_dotProduct]
  simp only [smul_eq_mul]
  ring
```

### (d) Matrix elements of a commutator

Now let \(Au=eu\), and let \(P\) be any matrix. Evaluate \(\langle c,[A,P]u\rangle\).

In \(AP\) the matrix \(A\) acts to the left and gives \(E_c\); in \(PA\) it acts to the right and gives \(e\). Hence
\[ \langle c,[A,P]u\rangle=(E_c-e)\langle c,Pu\rangle . \]

```lean
/-- Between eigenvectors `c` and `u` of a Hermitian `A`, with real eigenvalues `Ec` and `e`, the
matrix element of the commutator `[A, P]` is the difference `Ec - e` of the eigenvalues times the
matrix element of `P`. -/
theorem commutator_element {A : Matrix n n ℂ} (hA : A.IsHermitian) (P : Matrix n n ℂ)
    {Ec e : ℝ} {c u : n → ℂ} (hc : A *ᵥ c = (Ec : ℂ) • c) (hu : A *ᵥ u = (e : ℂ) • u) :
    star c ⬝ᵥ ((A * P - P * A) *ᵥ u) = ((Ec : ℂ) - e) * (star c ⬝ᵥ (P *ᵥ u)) := by
  rw [Matrix.sub_mulVec, dotProduct_sub, ← Matrix.mulVec_mulVec, ← Matrix.mulVec_mulVec, hu,
    Matrix.dotProduct_mulVec (star c) A, left_eigenvector hA hc, Matrix.mulVec_smul,
    dotProduct_smul, smul_dotProduct]
  simp only [smul_eq_mul]
  ring
```

### (e) The derivative of the nonlocal potential

Differentiate \(W(k)\) at \(k=0\).

Entry by entry,
\[ W'(0)_{xy}=-i(X_x-X_y)W_{xy}=i(W_{xy}X_y-X_xW_{xy})=(i[W,X])_{xy}. \]
Lean applies the chain rule to the exponential and compares entries.

```lean
variable [DecidableEq n]

/-- The derivative of the nonlocal matrix `W(k)` at `k = 0` is `i[W, X]`, entry by entry. -/
theorem hasDerivAt_twist (X : n → ℝ) (W : Matrix n n ℂ) (x y : n) :
    HasDerivAt (fun k : ℝ => twist X W k x y)
      ((Complex.I • (W * posOp X - posOp X * W)) x y) 0 := by
  have h0 : HasDerivAt (fun k : ℝ => (k : ℂ)) 1 0 := by
    simpa using (hasDerivAt_id (0 : ℝ)).ofReal_comp
  have h1 := (h0.const_mul (-Complex.I)).mul_const ((X x : ℂ) - (X y : ℂ))
  have h2 : HasDerivAt (fun k : ℝ => twist X W k x y) _ 0 := h1.cexp.const_mul (W x y)
  refine h2.congr_deriv ?_
  simp only [posOp, Matrix.smul_apply, Matrix.sub_apply, Matrix.mul_diagonal,
    Matrix.diagonal_mul, smul_eq_mul, Complex.ofReal_zero, mul_zero, zero_mul, Complex.exp_zero]
  ring
```

### (f) The optical limit

Let \(H(k)u(k)=E_v(k)u(k)\) for all \(k\), with \(E_v\) real and both \(E_v\) and \(u\) continuous at 0. Let \(H(0)\) be Hermitian, \(H(0)c=E_cc\) and \(E_c\neq E_v(0)\), and let \(T\) be differentiable at 0 entry by entry. Find the limit of \(\langle c,u(q)\rangle/q\) as \(q\to0\), \(q\ne0\).

Put \(A=H(0)\), \(B=H(q)\) in (c) and divide by \(q\):
\[ \Big\langle c,\frac{H(q)-H(0)}{q}\,u(q)\Big\rangle=(E_v(q)-E_c)\frac{\langle c,u(q)\rangle}{q}. \]
By (e) the difference quotient tends to the velocity matrix, and \(u(q)\to u(0)\). The gap stays nonzero near \(q=0\), so it can be divided out:
\[ \frac{\langle c,u(q)\rangle}{q}\to\frac{\langle c,(T'+i[W,X])u(0)\rangle}{E_v(0)-E_c}. \]

In the proof, `hD` is the limit of the difference quotient, `hsum` carries it through the finite sums, `hnum` inserts the identity, and `hden` handles the gap. The continuous eigenpair is assumed, which includes a smooth enough choice of phase for \(u\). The vectors need not be normalised.

In calculations of optical spectra, such elements can be obtained from overlaps at a small finite \(q\) or from the velocity matrix divided by the energy difference; for this finite, one-particle model the two agree in the limit. The denominator contains eigenvalues of the same \(H\) that produced the vectors, not quasiparticle-corrected energies. Electron–hole interaction does not enter.

```lean
/-- **Optical limit with a nonlocal potential.** Let `H(0)` be Hermitian, let `T` have derivative
`T'` at 0, and let the eigenvalue `Ev q` and eigenvector `u q` of `H(q)` be continuous at 0, with
`Ev 0` different from the eigenvalue `Ec` of `c`. As `q → 0`, the overlap of a fixed eigenvector `c`
of `H(0)` with the eigenvector `u q` of `H(q)`, divided by `q`, tends to the matrix element of `T' +
i[W, X]` between `c` and `u 0`, divided by `Ev 0 - Ec`. -/
theorem optical_limit {T : ℝ → Matrix n n ℂ} {T' V W : Matrix n n ℂ} {X : n → ℝ}
    (hT : ∀ x y, HasDerivAt (fun k => T k x y) (T' x y) 0)
    (hH : (blochH T V W X 0).IsHermitian)
    {Ev : ℝ → ℝ} {u : ℝ → n → ℂ} (hE : ContinuousAt Ev 0) (hu : ContinuousAt u 0)
    (hv : ∀ k, blochH T V W X k *ᵥ u k = (Ev k : ℂ) • u k)
    {Ec : ℝ} {c : n → ℂ} (hc : blochH T V W X 0 *ᵥ c = (Ec : ℂ) • c) (hne : Ec ≠ Ev 0) :
    Tendsto (fun q : ℝ => (star c ⬝ᵥ u q) / (q : ℂ)) (𝓝[≠] 0)
      (𝓝 ((star c ⬝ᵥ (velocity T' W X *ᵥ u 0)) / ((Ev 0 : ℂ) - Ec))) := by
  have h0 : (Ev 0 : ℂ) - Ec ≠ 0 :=
    sub_ne_zero.mpr fun h => hne (Complex.ofReal_injective h).symm
  -- the difference quotient of H tends to the velocity matrix
  have hD : ∀ x y, Tendsto
      (fun q : ℝ => (q : ℂ)⁻¹ * (blochH T V W X q x y - blochH T V W X 0 x y))
      (𝓝[≠] 0) (𝓝 (velocity T' W X x y)) := by
    intro x y
    have hd : HasDerivAt (fun k => blochH T V W X k x y) (velocity T' W X x y) 0 :=
      ((hT x y).add_const (V x y)).fun_add (hasDerivAt_twist X W x y)
    have hs := hasDerivAt_iff_tendsto_slope_zero.mp hd
    simpa only [zero_add, Complex.real_smul, Complex.ofReal_inv] using hs
  have hu' : ∀ y, Tendsto (fun q => u q y) (𝓝[≠] 0) (𝓝 (u 0 y)) := fun y =>
    (tendsto_pi_nhds.mp hu.tendsto y).mono_left nhdsWithin_le_nhds
  have hsum : Tendsto (fun q : ℝ => ∑ x, star (c x) * ∑ y,
      ((q : ℂ)⁻¹ * (blochH T V W X q x y - blochH T V W X 0 x y)) * u q y)
      (𝓝[≠] 0) (𝓝 (star c ⬝ᵥ (velocity T' W X *ᵥ u 0))) := by
    simp only [dotProduct, Matrix.mulVec, Pi.star_apply]
    exact tendsto_finsetSum _ fun x _ =>
      (tendsto_finsetSum _ fun y _ => (hD x y).mul (hu' y)).const_mul _
  -- the exact identity at finite q turns the matrix element into an overlap
  have hnum : Tendsto (fun q : ℝ => (q : ℂ)⁻¹ * (((Ev q : ℂ) - Ec) * (star c ⬝ᵥ u q)))
      (𝓝[≠] 0) (𝓝 (star c ⬝ᵥ (velocity T' W X *ᵥ u 0))) := by
    refine hsum.congr fun q => ?_
    rw [← overlap_identity hH hc (hv q)]
    simp only [dotProduct, Matrix.mulVec, Pi.star_apply, Matrix.sub_apply, Finset.mul_sum]
    exact Finset.sum_congr rfl fun x _ => Finset.sum_congr rfl fun y _ => by ring
  have hden : Tendsto (fun q : ℝ => (Ev q : ℂ) - Ec) (𝓝[≠] 0) (𝓝 ((Ev 0 : ℂ) - Ec)) :=
    (((Complex.continuous_ofReal.tendsto _).comp hE.tendsto).mono_left
      nhdsWithin_le_nhds).sub_const _
  -- the gap stays open near q = 0, so it can be divided out
  refine (hnum.div hden h0).congr' ?_
  filter_upwards [hden.eventually_ne h0] with q hq
  change (q : ℂ)⁻¹ * (((Ev q : ℂ) - Ec) * (star c ⬝ᵥ u q)) / ((Ev q : ℂ) - Ec)
    = (star c ⬝ᵥ u q) / (q : ℂ)
  rw [div_eq_iff hq, div_eq_mul_inv]
  ring
```

### (g) Reduction to the dipole element

Suppose that \(T(k)_{xy}=K_{xy}e^{-ik(X_x-X_y)}\) and that \(V\) is diagonal, that is, local. Simplify the limit.

By (e), \(T'=i[K,X]\). Since \([V,X]=0\), the velocity matrix is \(i[H(0),X]\). Part (d) gives the numerator \(i(E_c-E_v(0))\langle c,Xu(0)\rangle\), so the limit is \(-i\langle c,Xu(0)\rangle\). In Lean these steps are `hvel` and `hval`. Under these assumptions \(H(k)=e^{-ikX}H(0)e^{ikX}\), so the energies do not depend on \(k\): the result describes a finite system, not a band with dispersion.

```lean
/-- If the kinetic matrix `K` carries the same phases as `W` and the remaining potential `v` is
local, the optical limit is `-i` times the matrix element of position. -/
theorem optical_limit_dipole {K W : Matrix n n ℂ} {v : n → ℂ} {X : n → ℝ}
    (hH : (blochH (twist X K) (Matrix.diagonal v) W X 0).IsHermitian)
    {Ev : ℝ → ℝ} {u : ℝ → n → ℂ} (hE : ContinuousAt Ev 0) (hu : ContinuousAt u 0)
    (hv : ∀ k, blochH (twist X K) (Matrix.diagonal v) W X k *ᵥ u k = (Ev k : ℂ) • u k)
    {Ec : ℝ} {c : n → ℂ}
    (hc : blochH (twist X K) (Matrix.diagonal v) W X 0 *ᵥ c = (Ec : ℂ) • c)
    (hne : Ec ≠ Ev 0) :
    Tendsto (fun q : ℝ => (star c ⬝ᵥ u q) / (q : ℂ)) (𝓝[≠] 0)
      (𝓝 (-Complex.I * (star c ⬝ᵥ (posOp X *ᵥ u 0)))) := by
  have h0 : (Ev 0 : ℂ) - Ec ≠ 0 :=
    sub_ne_zero.mpr fun h => hne (Complex.ofReal_injective h).symm
  have h := optical_limit (hasDerivAt_twist X K) hH hE hu hv hc hne
  -- a local potential commutes with position, so the velocity is i[H(0), X]
  have hcomm : Matrix.diagonal v * posOp X = posOp X * Matrix.diagonal v := by
    simp [posOp, Matrix.diagonal_mul_diagonal, mul_comm]
  have hvel : velocity (Complex.I • (K * posOp X - posOp X * K)) W X =
      Complex.I • (blochH (twist X K) (Matrix.diagonal v) W X 0 * posOp X
        - posOp X * blochH (twist X K) (Matrix.diagonal v) W X 0) := by
    rw [velocity, blochH, twist_zero, twist_zero, ← smul_add]
    congr 1
    rw [add_mul, add_mul, mul_add, mul_add, hcomm]
    abel
  have hval : (star c ⬝ᵥ (velocity (Complex.I • (K * posOp X - posOp X * K)) W X *ᵥ u 0))
      / ((Ev 0 : ℂ) - Ec) = -Complex.I * (star c ⬝ᵥ (posOp X *ᵥ u 0)) := by
    rw [hvel, Matrix.smul_mulVec, dotProduct_smul, commutator_element hH _ hc (hv 0),
      smul_eq_mul, div_eq_iff h0]
    ring
  rw [hval] at h
  exact h
```

### (h) A two-site model

Place sites at 0 and 1, with \(T=V=0\) and a nonlocal potential of strength 1 between them:
\[ H(k)=\begin{pmatrix}0&e^{ik}\\e^{-ik}&0\end{pmatrix}. \]

```lean
/-- A two-site Hamiltonian with sites at `0` and `1` whose only term is a nonlocal potential
connecting them. -/
def dimerH : ℝ → Matrix (Fin 2) (Fin 2) ℂ :=
  blochH (fun _ => 0) 0 !![0, 1; 1, 0] ![0, 1]

/-- The two-site vector `(1, exp(-ik))`. -/
def dimerU (k : ℝ) : Fin 2 → ℂ := ![1, Complex.exp (-Complex.I * (k : ℂ))]

/-- The two-site vector `(1, -1)`. -/
def dimerC : Fin 2 → ℂ := ![1, -1]
```

Verify that \(H(0)\) is Hermitian, that \(u(k)=(1,e^{-ik})\) has energy 1 at every \(k\), and that \(c=(1,-1)\) has energy \(-1\) at \(k=0\).

\(H(0)\) is real and symmetric. Multiplication gives \(H(k)u(k)=(e^{ik}e^{-ik},e^{-ik})=u(k)\) and \(H(0)c=(-1,1)=-c\).

```lean
/-- The two-site Hamiltonian is Hermitian at `k = 0`, has `(1, exp(-ik))` as eigenvector with
energy `1` at every `k`, and `(1, -1)` as eigenvector with energy `-1` at `k = 0`. -/
theorem dimer_witness : (dimerH 0).IsHermitian ∧
    (∀ k, dimerH k *ᵥ dimerU k = ((1 : ℝ) : ℂ) • dimerU k) ∧
    dimerH 0 *ᵥ dimerC = ((-1 : ℝ) : ℂ) • dimerC := by
  refine ⟨?_, fun k => ?_, ?_⟩
  · ext i j
    fin_cases i <;> fin_cases j <;> simp [dimerH, blochH, twist_zero]
  · ext i
    fin_cases i
    · simp [dimerH, blochH, twist, dimerU, Matrix.mulVec, dotProduct, Fin.sum_univ_two,
        ← Complex.exp_add]
    · simp [dimerH, blochH, twist, dimerU, Matrix.mulVec, dotProduct, Fin.sum_univ_two]
  · ext i
    fin_cases i <;>
      simp [dimerH, blochH, twist_zero, dimerC, Matrix.mulVec, dotProduct, Fin.sum_univ_two]
```

### (i) The limit in numbers

Find the limit of \(\langle c,u(q)\rangle/q\) for this model.

The velocity matrix is \(\begin{pmatrix}0&i\\-i&0\end{pmatrix}\), entirely from the commutator. It maps \(u(0)=(1,1)\) to \((i,-i)\), so the numerator is \(2i\), the denominator is \(E_v(0)-E_c=1-(-1)=2\), and the limit is \(i\). Here \(c\) is the lower of the two states; the result in (f) holds for either order of the energies. Both vectors have norm \(\sqrt2\); for normalised vectors the limit is \(i/2\).

Directly, at \(q=0.1\),
\[ \frac{1-e^{-0.1i}}{0.1}\approx0.050+0.998\,i, \]
or about \(0.025+0.499\,i\) after normalisation.

```lean
/-- In the two-site model, where the kinetic matrix is zero, the overlap divided by `q` tends
to `i`. -/
theorem dimer_limit :
    Tendsto (fun q : ℝ => (star dimerC ⬝ᵥ dimerU q) / (q : ℂ)) (𝓝[≠] 0) (𝓝 Complex.I) := by
  have hcont : Continuous dimerU := by
    refine continuous_pi fun i => ?_
    fin_cases i <;> simp [dimerU] <;> fun_prop
  -- the velocity matrix comes from the commutator alone
  have hvel : velocity (0 : Matrix (Fin 2) (Fin 2) ℂ) !![0, 1; 1, 0] ![0, 1] =
      !![0, Complex.I; -Complex.I, 0] := by
    ext i j
    simp only [velocity, posOp, Matrix.add_apply, Matrix.smul_apply, Matrix.sub_apply,
      Matrix.mul_diagonal, Matrix.diagonal_mul]
    fin_cases i <;> fin_cases j <;> simp
  have hval : (star dimerC ⬝ᵥ (velocity 0 !![0, 1; 1, 0] ![0, 1] *ᵥ dimerU 0))
      / (((1 : ℝ) : ℂ) - ((-1 : ℝ) : ℂ)) = Complex.I := by
    rw [hvel, div_eq_iff (by norm_num)]
    simp [dimerC, dimerU, Matrix.mulVec, dotProduct, Fin.sum_univ_two]
    ring
  rw [← hval]
  exact optical_limit (T := fun _ => 0) (T' := 0) (V := 0) (Ev := fun _ => 1) (Ec := -1)
    (fun _ _ => hasDerivAt_const (0 : ℝ) (0 : ℂ)) dimer_witness.1 continuousAt_const
    hcont.continuousAt dimer_witness.2.1 dimer_witness.2.2 (by norm_num)

end

end OpticalLimitNonlocal
```

```lean
#print axioms OpticalLimitNonlocal.optical_limit
-- 'OpticalLimitNonlocal.optical_limit' depends on axioms: [propext, Classical.choice, Quot.sound]
#print axioms OpticalLimitNonlocal.optical_limit_dipole
-- 'OpticalLimitNonlocal.optical_limit_dipole' depends on axioms: [propext, Classical.choice, Quot.sound]
#print axioms OpticalLimitNonlocal.dimer_limit
-- 'OpticalLimitNonlocal.dimer_limit' depends on axioms: [propext, Classical.choice, Quot.sound]
```
